# With an invertible kernel matrix, the kernel interpolation error is at most the target's norm times the power function

Let φ_i be the feature vector of the i-th training geometry in a kernel fit of molecular energies, and let K be the kernel matrix, K_ij = ⟨φ_i, φ_j⟩. The training energies are y_i. For a new geometry with feature vector x I form k_i = ⟨φ_i, x⟩ and predict the energy kᵀK⁻¹y. The kernel is fixed in advance, not tuned to the energies, and the fit has no noise term and no regularisation.

As an error bar I am told to use √(⟨x, x⟩ − kᵀK⁻¹k), up to a constant factor. What bothers me is that no energy appears in it. I could replace every y_i by a wildly different number and the error bar would stay the same. How can a quantity that has never seen the data limit the error of a prediction made from them?

## The geometry sits in one factor and the energy surface in the other

Write G for the inverse of K, and suppose that the energy is a linear function of the feature vector: there is a fixed vector w, the target, such that the energy at x is ⟨w, x⟩. The training energies are then y_i = ⟨φ_i, w⟩. All inner products are real, so the order of their arguments doesn't matter. The squared power function is

P(x)² = ⟨x, x⟩ − kᵀGk.

"Power" is the name used in approximation theory and has nothing to do with energy per time. The bound is

|⟨w, x⟩ − kᵀGy| ≤ ‖w‖ P(x).

Your error bar is P(x), and the constant factor is ‖w‖. The energies haven't disappeared: a wildly different set of y_i needs a different w, in general with a different norm.

### The error is an inner product with a residual

Try to build x from the training features with the weights c_i = Σ_j k_j G_ji, and call what is left over the residual:

r_x = x − Σ_i c_i φ_i.

Its inner product with the target is

⟨w, r_x⟩ = ⟨w, x⟩ − Σ_i c_i ⟨w, φ_i⟩ = ⟨w, x⟩ − Σ_ij k_j G_ji y_i = ⟨w, x⟩ − kᵀGy.

This is the prediction error. The residual depends only on the geometries, and the target enters linearly.

Next, r_x is orthogonal to every training feature. Put w = φ_j in the last equation. The data are then y_i = K_ij, column j of K, and GK = 1 turns Gy into the unit vector e_j. Hence

⟨φ_j, r_x⟩ = ⟨φ_j, x⟩ − kᵀe_j = k_j − k_j = 0.

Let r_w be the residual of w, built in the same way with y in place of k. It differs from w by a combination of training features, all orthogonal to r_x, so

⟨r_w, r_x⟩ = ⟨w, r_x⟩.

For w = x this gives the length of the residual:

‖r_x‖² = ⟨x, r_x⟩ = ⟨x, x⟩ − kᵀGk = P(x)².

So P(x) is the distance from x to the span of the training features. The Cauchy–Schwarz inequality finishes the argument:

|⟨w, x⟩ − kᵀGy| = |⟨w, r_x⟩| ≤ ‖w‖ ‖r_x‖ = ‖w‖ P(x).

### What the data can and cannot improve

Applying Cauchy–Schwarz to ⟨r_w, r_x⟩ instead gives a sharper bound in which the training energies appear explicitly:

|⟨w, x⟩ − kᵀGy| ≤ √(‖w‖² − yᵀGy) P(x).

The part of ‖w‖² that the data have already fixed is subtracted.

If all you know is ‖w‖ ≤ 1, no smaller number than P(x) will do. For r_x ≠ 0 the target w = r_x/‖r_x‖ has norm one and error ‖r_x‖ = P(x). For r_x = 0 every error vanishes, and w = 0 attains the maximum. In the first case the worst target is orthogonal to all training features, so its training energies are all zero and the fit predicts zero everywhere.

At a training point the fit reproduces whatever numbers y it was given. For x = φ_j the vector k is row j of K, and kᵀGy = (KGy)_j = y_j.

That worst target also shows what goes wrong if you estimate ‖w‖ by √(yᵀGy), the norm of the fitted function. The estimate is never larger than ‖w‖, and it can be far too small. Take φ_0 = (1, 0, 0), φ_1 = (1, 1, 0), x = (0, 1, 2) and w = (0, 0, 1). Both training energies are zero, so the estimate is zero and the supposed error bar vanishes, yet the true energy at x is 2 and the prediction is 0. Unless the training features span the whole feature space, an upper bound on ‖w‖ has to come from knowledge beyond the fit.

### The statement in Lean

The feature space `E` is any real inner-product space, of finite or infinite dimension, and needn't be complete. The letter denotes the space here, not an energy. The index type `n` labels the training points; it is a finite type and not their number. It may be empty, in which case the prediction is zero and the bound is plain Cauchy–Schwarz.

- `kernelMatrix φ` is K, and `overlap φ x` is k. The training data of a target are `overlap φ w`.
- `predict φ G y x` is kᵀGy for arbitrary data `y`. The symbol `⬝ᵥ` is the dot product, `*ᵥ` applies a matrix to a column, and `ᵥ*` multiplies a row by a matrix.
- `powerSq φ G x` is P(x)², and `residual φ G x` is r_x.

The inverse enters as a matrix `G` with the hypothesis `hG : kernelMatrix φ * G = 1`. Physically it says that the training features are linearly independent, which excludes duplicated geometries and geometries that the features can't tell apart. A regularised fit uses (K + λ1)⁻¹ with λ > 0, which doesn't satisfy `hG` once there is at least one training point, so the theorems that assume `hG` don't cover ridge regression. For exact training energies the main inequality still holds with this matrix as G throughout, but that takes a separate argument: ‖r_x‖² is then at most P(x)², not always equal to it.

`interpolation_error_le` is the main bound, for every `w` and `x`, and `interpolation_error_le_refined` is the sharper one. `worst_case_error` uses `IsGreatest`, which says that P(x) belongs to the set of errors for targets with ‖w‖ ≤ 1 and that no error in the set exceeds it. `predict_training_point` is the exactness at training points.

The step from here to a real molecule is the assumption that its energy equals ⟨w, x⟩ for some w in the feature space. Nothing in the hypotheses says that a given potential energy surface has this form, or how large ‖w‖ would be.

```lean
import Mathlib

open Matrix

namespace KernelInterpolation

noncomputable section

variable {E n : Type*} [NormedAddCommGroup E] [InnerProductSpace ℝ E] [Fintype n]

/-- The kernel (Gram) matrix `K i j = ⟨φ i, φ j⟩` of the training features. -/
def kernelMatrix (φ : n → E) : Matrix n n ℝ :=
  Matrix.of fun i j => inner ℝ (φ i) (φ j)

/-- The vector of inner products `⟨φ i, x⟩` of the training features with `x`. -/
def overlap (φ : n → E) (x : E) : n → ℝ := fun i => inner ℝ (φ i) x

/-- The kernel prediction `kᵀ G y` at the feature vector `x`, from training data `y`
and a matrix `G`, where `k i = ⟨φ i, x⟩`. -/
def predict (φ : n → E) (G : Matrix n n ℝ) (y : n → ℝ) (x : E) : ℝ :=
  overlap φ x ⬝ᵥ (G *ᵥ y)

/-- The squared power function `⟨x, x⟩ - kᵀ G k`, where `k i = ⟨φ i, x⟩`. -/
def powerSq (φ : n → E) (G : Matrix n n ℝ) (x : E) : ℝ :=
  inner ℝ x x - overlap φ x ⬝ᵥ (G *ᵥ overlap φ x)

/-- The vector `x` minus the combination of training features with weights `kᵀ G`, where
`k i = ⟨φ i, x⟩`. -/
def residual (φ : n → E) (G : Matrix n n ℝ) (x : E) : E :=
  x - ∑ i, (overlap φ x ᵥ* G) i • φ i

/-- The prediction error for the target `w` is the inner product of `w` with the
residual of `x`. -/
theorem inner_residual (φ : n → E) (G : Matrix n n ℝ) (w x : E) :
    inner ℝ w (residual φ G x) = inner ℝ w x - predict φ G (overlap φ w) x := by
  unfold residual predict
  rw [inner_sub_right, inner_sum, Matrix.dotProduct_mulVec]
  congr 1
  refine Finset.sum_congr rfl fun i _ => ?_
  have h : inner ℝ w (φ i) = overlap φ w i := real_inner_comm _ _
  rw [inner_smul_right, h]

variable [DecidableEq n] {φ : n → E} {G : Matrix n n ℝ}

/-- If `G` is the inverse of the kernel matrix, the prediction reproduces arbitrary
training data `y` at every training point. -/
theorem predict_training_point (hG : kernelMatrix φ * G = 1) (y : n → ℝ) (j : n) :
    predict φ G y (φ j) = y j := by
  have h : overlap φ (φ j) = kernelMatrix φ j := by
    funext i
    exact real_inner_comm _ _
  calc predict φ G y (φ j) = (kernelMatrix φ *ᵥ (G *ᵥ y)) j := by
        unfold predict
        rw [h]
        rfl
    _ = y j := by rw [Matrix.mulVec_mulVec, hG, Matrix.one_mulVec]

/-- If `G` is the inverse of the kernel matrix, the residual is orthogonal to every
training feature. -/
theorem residual_orthogonal (hG : kernelMatrix φ * G = 1) (j : n) (x : E) :
    inner ℝ (φ j) (residual φ G x) = 0 := by
  have hG' : G * kernelMatrix φ = 1 := mul_eq_one_comm.mp hG
  -- the inverse turns a column of the kernel matrix into a unit vector
  have h : G *ᵥ overlap φ (φ j) = Pi.single j 1 := by
    funext i
    calc (G *ᵥ overlap φ (φ j)) i = (G * kernelMatrix φ) i j := rfl
      _ = (Pi.single j 1 : n → ℝ) i := by
        rw [hG', Matrix.one_apply, Pi.single_apply]
  rw [inner_residual]
  unfold predict
  rw [h, dotProduct_single, mul_one]
  exact sub_self _

/-- If `G` is the inverse of the kernel matrix, only the residual of `w` contributes to
the inner product of `w` with the residual of `x`. -/
theorem inner_residual_residual (hG : kernelMatrix φ * G = 1) (w x : E) :
    inner ℝ (residual φ G w) (residual φ G x) = inner ℝ w (residual φ G x) := by
  change inner ℝ (w - ∑ i, (overlap φ w ᵥ* G) i • φ i) (residual φ G x) = _
  rw [inner_sub_left, sum_inner]
  simp only [real_inner_smul_left, residual_orthogonal hG, mul_zero,
    Finset.sum_const_zero, sub_zero]

/-- If `G` is the inverse of the kernel matrix, the squared power function is the squared
length of the residual. -/
theorem norm_residual_sq (hG : kernelMatrix φ * G = 1) (x : E) :
    ‖residual φ G x‖ ^ 2 = powerSq φ G x := by
  rw [← real_inner_self_eq_norm_sq, inner_residual_residual hG, inner_residual]
  rfl

/-- **Kernel interpolation error.** If `G` is the inverse of the kernel matrix, the error
of the prediction from the data `⟨φ i, w⟩` is at most the norm of the target `w` times
the power function at `x`. -/
theorem interpolation_error_le (hG : kernelMatrix φ * G = 1) (w x : E) :
    |inner ℝ w x - predict φ G (overlap φ w) x| ≤ ‖w‖ * √(powerSq φ G x) := by
  rw [← inner_residual, ← norm_residual_sq hG, Real.sqrt_sq (norm_nonneg _)]
  exact abs_real_inner_le_norm _ _

/-- If `G` is the inverse of the kernel matrix, the norm of the target in the error bound
can be replaced by the square root of `⟨w, w⟩ - yᵀ G y`, with `y i = ⟨φ i, w⟩` the
training data. -/
theorem interpolation_error_le_refined (hG : kernelMatrix φ * G = 1) (w x : E) :
    |inner ℝ w x - predict φ G (overlap φ w) x|
      ≤ √(powerSq φ G w) * √(powerSq φ G x) := by
  rw [← inner_residual, ← inner_residual_residual hG w x, ← norm_residual_sq hG w,
    ← norm_residual_sq hG x, Real.sqrt_sq (norm_nonneg _), Real.sqrt_sq (norm_nonneg _)]
  exact abs_real_inner_le_norm _ _

/-- If `G` is the inverse of the kernel matrix, the power function at `x` is the largest
prediction error over all targets of norm at most one, and some target attains it. -/
theorem worst_case_error (hG : kernelMatrix φ * G = 1) (x : E) :
    IsGreatest {e : ℝ | ∃ w : E, ‖w‖ ≤ 1 ∧
      e = |inner ℝ w x - predict φ G (overlap φ w) x|} (√(powerSq φ G x)) := by
  constructor
  · -- the normalised residual is the worst target
    have hs : √(powerSq φ G x) = ‖residual φ G x‖ := by
      rw [← norm_residual_sq hG, Real.sqrt_sq (norm_nonneg _)]
    refine ⟨‖residual φ G x‖⁻¹ • residual φ G x, ?_, ?_⟩
    · rw [norm_smul, norm_inv, norm_norm]
      rcases eq_or_ne ‖residual φ G x‖ 0 with h | h
      · rw [h]
        simp
      · rw [inv_mul_cancel₀ h]
    · rw [hs, ← inner_residual, real_inner_smul_left, real_inner_self_eq_norm_sq]
      rcases eq_or_ne ‖residual φ G x‖ 0 with h | h
      · rw [h]
        simp
      · have h2 : ‖residual φ G x‖⁻¹ * ‖residual φ G x‖ ^ 2 = ‖residual φ G x‖ := by
          rw [pow_two, ← mul_assoc, inv_mul_cancel₀ h, one_mul]
        rw [h2, abs_of_nonneg (norm_nonneg _)]
  · rintro e ⟨w, hw, rfl⟩
    exact (interpolation_error_le hG w x).trans
      (mul_le_of_le_one_left (Real.sqrt_nonneg _) hw)

/-- Two non-orthogonal features in three-dimensional space. -/
def sampleFeatures : Fin 2 → EuclideanSpace ℝ (Fin 3) :=
  ![!₂[1, 0, 0], !₂[1, 1, 0]]

/-- The kernel matrix of the two sample features has the inverse shown, and the squared
power function at the point `(0, 1, 2)` equals 4. -/
theorem kernelMatrix_inverse_witness :
    kernelMatrix sampleFeatures * !![2, -1; -1, 1] = 1 ∧
      powerSq sampleFeatures !![2, -1; -1, 1] !₂[0, 1, 2] = 4 := by
  have hK : kernelMatrix sampleFeatures = !![1, 1; 1, 2] := by
    ext i j
    fin_cases i <;> fin_cases j <;>
      simp [kernelMatrix, sampleFeatures, PiLp.inner_apply, Fin.sum_univ_succ]
    norm_num
  constructor
  · rw [hK]
    ext i j
    fin_cases i <;> fin_cases j <;>
      simp [Matrix.mul_apply, Fin.sum_univ_succ] <;> norm_num
  · simp [powerSq, overlap, sampleFeatures, Matrix.mulVec, dotProduct, PiLp.inner_apply,
      EuclideanSpace.norm_sq_eq, Fin.sum_univ_succ]
    norm_num

end

end KernelInterpolation
```

```lean
#print axioms KernelInterpolation.predict_training_point
#print axioms KernelInterpolation.interpolation_error_le
#print axioms KernelInterpolation.interpolation_error_le_refined
#print axioms KernelInterpolation.worst_case_error
```

```
'KernelInterpolation.predict_training_point' depends on axioms: [propext, Classical.choice, Quot.sound]
'KernelInterpolation.interpolation_error_le' depends on axioms: [propext, Classical.choice, Quot.sound]
'KernelInterpolation.interpolation_error_le_refined' depends on axioms: [propext, Classical.choice, Quot.sound]
'KernelInterpolation.worst_case_error' depends on axioms: [propext, Classical.choice, Quot.sound]
```

### From the residual to the bound, lemma by lemma

`inner_residual` is the first identity, error = ⟨w, r_x⟩, and holds for any matrix `G`. The rewrite with `Matrix.dotProduct_mulVec` regroups k·(Gy) as (kᵀG)·y, so that both sides are sums over the same weights c_i. The sums are then compared term by term, with `real_inner_comm` exchanging ⟨w, φ_i⟩ and ⟨φ_i, w⟩.

`residual_orthogonal` first turns KG = 1 into GK = 1, which is legitimate for square matrices. Its inner claim `h` says that G times column j of K is the unit vector, written `Pi.single j 1`. Inserting this into `inner_residual` leaves k_j − k_j.

`inner_residual_residual` expands only the left residual. Each term of the resulting sum contains some ⟨φ_i, r_x⟩, and `simp only` removes them all by orthogonality. `norm_residual_sq` is the case w = x, combined with `inner_residual`.

In `interpolation_error_le` the rewrites turn the left side into |⟨w, r_x⟩| and the square root into ‖r_x‖. What remains is the Cauchy–Schwarz inequality, `abs_real_inner_le_norm`. The refined version also replaces w by r_w in the inner product and turns the square root of `powerSq φ G w` into ‖r_w‖.

`worst_case_error` has two halves. The first supplies the normalised residual as the target and checks its norm and its error, treating ‖r_x‖ = 0 separately; there the formula gives the zero vector, as in the derivation. The second half takes any target with ‖w‖ ≤ 1 and uses the main bound. `predict_training_point` needs none of this: it recognises k as a row of K and applies KG = 1.

`kernelMatrix_inverse_witness` evaluates the example with φ_0 and φ_1 from above. The kernel matrix has rows (1, 1) and (1, 2), and its inverse has rows (2, −1) and (−1, 1). At x = (0, 1, 2) one has k = (0, 1), so P(x)² = 5 − 1 = 4. The residual is (0, 0, 2), the part of x that sticks out of the plane of the two features.

### Reading the error bar on an energy surface

For a noise-free kernel fit of a potential energy surface that does lie in the feature space, P(x) can be computed before any energy at x is known, so it can help to choose the next geometry for an electronic-structure calculation. In Gaussian-process language P(x)² is the posterior variance for the same kernel without noise, a probabilistic reading that none of the theorems uses.

So your error bar ranks geometries by how badly the training set represents them. Multiplying it by ‖w‖, or by an upper bound for ‖w‖, turns it into a limit in energy units.
